# In doubles CI for independent two-level units, configurations with one excited unit couple only to the reference

The model has a finite number of independent two-level units, where exciting unit `i` costs energy `2 D i` and a real coupling `K i` connects its two levels. Doubles CI here keeps only the reference, with no unit excited, and the configurations with exactly one excited unit. The theorem `ciMatrix_entries` gives the Hamiltonian matrix between these: `0` and the `2 D i` on the diagonal, the `K i` in the reference's row and column, and zeros elsewhere. The proof treats the four kinds of entry separately. For an entry between two excited configurations, it isolates unit `i` in the Hamiltonian's sum and argues that exciting any other unit leads to two excited units, which match no kept configuration with one.

This version doesn't compile in Lean 4 with Mathlib:

```lean
import Mathlib

open Matrix

namespace CoupledClusterRootCount

noncomputable section

variable {n : ℕ} (D K : Fin n → ℝ)

/-- The Hamiltonian of `n` independent two-level units, acting on wavefunctions of the set `S`
of excited units: exciting unit `i` costs `2 D i`, and `K i` couples its two levels. -/
def fullH (ψ : Finset (Fin n) → ℂ) (S : Finset (Fin n)) : ℂ :=
  ∑ i, if i ∈ S then 2 * (D i : ℂ) * ψ S + (K i : ℂ) * ψ (S.erase i)
    else (K i : ℂ) * ψ (insert i S)

/-- The configurations kept in doubles CI: the reference, and one excited unit. -/
def config : Option (Fin n) → Finset (Fin n)
  | none => ∅
  | some i => {i}

/-- The doubles CI matrix: matrix elements of the Hamiltonian between the kept configurations. -/
def ciMatrix : Matrix (Option (Fin n)) (Option (Fin n)) ℂ :=
  Matrix.of fun a b => fullH D K (fun S => if S = config b then 1 else 0) (config a)

/-- The doubles CI matrix has `0` and the `2 D i` on its diagonal, the `K i` in the row and column
of the reference, and zeros elsewhere. -/
theorem ciMatrix_entries :
    ciMatrix D K none none = 0 ∧ (∀ i, ciMatrix D K none (some i) = K i) ∧
      (∀ i, ciMatrix D K (some i) none = K i) ∧
      ∀ i j, ciMatrix D K (some i) (some j) = if i = j then 2 * (D i : ℂ) else 0 := by
  refine ⟨?_, fun i => ?_, fun i => ?_, fun i j => ?_⟩
  · simp [ciMatrix, fullH, config]
  · simp [ciMatrix, fullH, config]
  · simp only [ciMatrix, Matrix.of_apply, fullH, config]
    rw [Finset.sum_eq_single i]
    · simp
    · intro k _ hk
      simp [hk]
    · simp
  · simp only [ciMatrix, Matrix.of_apply, fullH, config]
    rw [Finset.sum_eq_single i]
    · simp [(Finset.singleton_ne_empty j).symm]
    · intro k _ hk
      -- two excited units never match a single one
      have hne : insert k ({i} : Finset (Fin n)) ≠ {j} := fun h => by
        have a : k ∈ ({j} : Finset (Fin n)) := by rw [← h]; simp
        have b : i ∈ ({j} : Finset (Fin n)) := by rw [← h]; simp
        exact hk ((Finset.mem_singleton.1 a).trans (Finset.mem_singleton.1 b).symm)
      rw [if_neg (fun h => hk (Finset.mem_singleton.1 h)), if_neg hne, mul_zero]
    · simp

end

end CoupledClusterRootCount
```

The error:

```
Main.lean:50:10: error: Tactic `rewrite` failed: Did not find an occurrence of the pattern
  if k ∈ {i} then ?m.146 else ?m.147
in the target expression
  (if k ∈ {i} then (2 * ↑(D k) * if {i} = {j} then 1 else 0) + ↑(K k) * if {i}.erase k = {j} then 1 else 0
    else ↑(K k) * if {k, i} = {j} then 1 else 0) =
    0

case refine_4.h₀
n : ℕ
D K : Fin n → ℝ
i j k : Fin n
a✝ : k ∈ Finset.univ
hk : k ≠ i
hne : {k, i} ≠ {j}
⊢ (if k ∈ {i} then (2 * ↑(D k) * if {i} = {j} then 1 else 0) + ↑(K k) * if {i}.erase k = {j} then 1 else 0
    else ↑(K k) * if {k, i} = {j} then 1 else 0) =
    0

Note: The target expression is not type-correct under the `implicit` transparency level, which may have triggered the failure. This is usually caused by unfolding of semireducible definitions in prior tactic steps. Use `set_option linter.tacticCheckInstances true` to investigate the source of the issue.
Full error:
  Application type mismatch: The argument
    Finset.decidableMem k (config (some i))
  has type
    Decidable (k ∈ config (some i))
  but is expected to have type
    Decidable (k ∈ {i})
  in the application
    @ite ℂ (k ∈ {i}) (Finset.decidableMem k (config (some i)))
```

The rewrite with `if_neg` fails although the goal visibly contains `if k ∈ {i}`. An `if` in Lean also carries a hidden instance saying that its condition is decidable. Here `simp only [..., config]` had turned the condition `k ∈ config (some i)` into `k ∈ {i}`, but the instance still had the type `Decidable (k ∈ config (some i))`. The two types agree only if `config` is unfolded, which the matching done by `rw` does not do, so the pattern was not found. The note in the message shows this same mismatch.

The repair uses `change` to restate the left-hand side as `fullH` applied at `{i}`, with the column's configuration written as `{j}`. Lean accepts this because the two forms are equal by definition. Only then does `simp only [fullH]` unfold the Hamiltonian, so the condition and its instance both refer to `{i}`, and the unchanged `if_neg` rewrite applies.

As a diff, the version that Lean accepts:

```diff
@@ -39,5 +39,6 @@
       simp [hk]
     · simp
-  · simp only [ciMatrix, Matrix.of_apply, fullH, config]
+  · change fullH D K (fun S => if S = ({j} : Finset (Fin n)) then 1 else 0) {i} = _
+    simp only [fullH]
     rw [Finset.sum_eq_single i]
     · simp [(Finset.singleton_ne_empty j).symm]
```
